# Friedel-pair intensity differences from the real and imaginary parts of atomic scattering factors

Let atoms $j$ sit at fractional coordinates $r_j$ with scattering factors $f_j=a_j+ib_j$, where $a_j$ and $b_j$ are real. For an integer reflection $h$, define

$$F(h)=\sum_j f_j e^{i\varphi_j},\qquad \varphi_j=2\pi\,h\cdot r_j,$$

and let $A(h)$ and $B(h)$ be the same sum with $a_j$ and $b_j$ in place of $f_j$. Then, with a bar for complex conjugation,

$$|F(h)|^2-|F(-h)|^2=4\,\mathrm{Im}\big(A(h)\overline{B(h)}\big).$$

The difference vanishes if $b_j=c\,a_j$ with one real constant $c$ for all atoms.

## Computing both members of a Friedel pair

A diffraction code that uses one intensity for both $h$ and $-h$ treats the two as equal. In the kinematical model, with every atom of the unit cell included in the sum, the identity gives the error of that assumption when absorption makes the $f_j$ complex.

In resonant scattering, $a_j$ is the normal scattering factor plus the real dispersion correction, and $b_j$ is the imaginary correction. Occupancies and harmonic displacement factors are real and equal at $\pm h$, so they can be absorbed into both. With `A` and `B` computed at $h$, the pair is

- `F_plus = A + 1j*B`
- `F_minus = conj(A) + 1j*conj(B)`

When $B$ is small, evaluating `4*(A*conj(B)).imag` avoids subtracting two large, nearly equal intensities. Reversing the sign of the phase without also reversing that of $b_j$ changes the sign of the difference.

## Expanding the two intensities

Since the $a_j$ are real and $\varphi_j$ changes sign with $h$, $A(-h)=\overline{A(h)}$, and likewise for $B$. Writing $A$ and $B$ for the values at $h$, linearity gives

$$F(h)=A+iB,\qquad F(-h)=\overline A+i\overline B.$$

Because $\mathrm{Re}(A\,\overline{iB})=\mathrm{Re}(-iA\overline B)=\mathrm{Im}(A\overline B)$,

$$|F(h)|^2=|A|^2+|B|^2+2\,\mathrm{Im}(A\overline B).$$

At $-h$ the last term becomes $2\,\mathrm{Im}(\overline A B)=-2\,\mathrm{Im}(A\overline B)$. Subtraction gives the identity. Multiplying out the sums also gives

$$\mathrm{Im}(A\overline B)=\sum_{j,k}a_jb_k\sin\big(2\pi h\cdot(r_j-r_k)\big),$$

so only interatomic vectors matter. A single atom gives zero. For two atoms the intensity difference is

$$4(a_1b_2-a_2b_1)\sin\big(2\pi h\cdot(r_1-r_2)\big).$$

If $b_j=c\,a_j$, then $B=cA$ and $\mathrm{Im}(A\overline B)=c\,\mathrm{Im}|A|^2=0$. The squared moduli agree, and so do the moduli, which are nonnegative.

## Equality for every arrangement of the atoms

For a fixed $h\ne0$, the moduli agree for all choices of positions exactly when $a_jb_k=a_kb_j$ for every pair.

Suppose they always agree, and take $j\ne k$; the case $j=k$ is immediate. Some component $h_i$ is nonzero, so any phase angle $\theta$ is reached by setting coordinate $i$ to $\theta/(2\pi h_i)$ and the others to zero. Give atom $j$ the phase factor $i$ (the imaginary unit), atom $k$ the phase factor $w=\pm1$, and all other atoms the phase factor 1. With $S_a=\sum_l a_l$ and $S_b=\sum_l b_l$,

$$A=S_a-a_j+a_k(w-1)+ia_j,$$

and $B$ has the same form. The vanishing difference then reads

$$a_j\big(S_b-b_j+b_k(w-1)\big)-\big(S_a-a_j+a_k(w-1)\big)b_j=0.$$

Subtracting the equation for $w=-1$ from that for $w=1$ leaves $2(a_jb_k-a_kb_j)=0$.

Conversely, assume the pair condition. If some $a_j\ne0$, then $b_k=(b_j/a_j)a_k$ for every $k$, which is the proportional case. If all $a_j$ vanish, then $A=0$ and the identity gives equality.

```lean
import Mathlib

open ComplexConjugate

namespace FriedelLaw

noncomputable section

variable {ι : Type*} [Fintype ι]

/-- The phase angle `2π h·x` of the reflection `h` at the fractional coordinates `x`. -/
def phaseAngle (h : Fin 3 → ℤ) (x : Fin 3 → ℝ) : ℝ :=
  2 * Real.pi * ∑ i, (h i : ℝ) * x i

/-- The phase factor `exp(2πi h·x)`. -/
def phase (h : Fin 3 → ℤ) (x : Fin 3 → ℝ) : ℂ :=
  Complex.exp ((phaseAngle h x : ℂ) * Complex.I)

/-- The structure factor of atoms with scattering factors `f j` at positions `r j`. -/
def structureFactor (f : ι → ℂ) (r : ι → Fin 3 → ℝ) (h : Fin 3 → ℤ) : ℂ :=
  ∑ j, f j * phase h (r j)

/-- The complex scattering factors `a j + i b j`. -/
def anomalous (a b : ι → ℝ) : ι → ℂ :=
  fun j => (a j : ℂ) + Complex.I * (b j : ℂ)

/-- The real and imaginary parts of the phase factor are the cosine and sine of the
phase angle. -/
theorem phase_re_im (h : Fin 3 → ℤ) (x : Fin 3 → ℝ) :
    (phase h x).re = Real.cos (phaseAngle h x) ∧
      (phase h x).im = Real.sin (phaseAngle h x) :=
  ⟨Complex.exp_ofReal_mul_I_re _, Complex.exp_ofReal_mul_I_im _⟩

/-- For real scattering factors, the structure factors at `h` and `-h` are complex
conjugates. -/
theorem structureFactor_neg (a : ι → ℝ) (r : ι → Fin 3 → ℝ) (h : Fin 3 → ℤ) :
    structureFactor (fun j => (a j : ℂ)) r (-h) =
      conj (structureFactor (fun j => (a j : ℂ)) r h) := by
  have hp : ∀ x, phase (-h) x = conj (phase h x) := by
    intro x
    have ha : phaseAngle (-h) x = -phaseAngle h x := by simp [phaseAngle]
    apply Complex.ext <;> simp [phase_re_im, ha]
  simp only [structureFactor, hp, map_sum, map_mul, Complex.conj_ofReal]

/-- The structure factor of `a j + i b j` is `A + i B`. -/
theorem structureFactor_anomalous (a b : ι → ℝ) (r : ι → Fin 3 → ℝ) (h : Fin 3 → ℤ) :
    structureFactor (anomalous a b) r h =
      structureFactor (fun j => (a j : ℂ)) r h +
        Complex.I * structureFactor (fun j => (b j : ℂ)) r h := by
  simp only [structureFactor, anomalous, add_mul, Finset.sum_add_distrib, Finset.mul_sum,
    mul_assoc]

/-- The difference of the squared moduli of the structure factors at `h` and `-h` is
`4 Im(A(h) conj B(h))`. -/
theorem bijvoet_difference (a b : ι → ℝ) (r : ι → Fin 3 → ℝ) (h : Fin 3 → ℤ) :
    ‖structureFactor (anomalous a b) r h‖ ^ 2 -
        ‖structureFactor (anomalous a b) r (-h)‖ ^ 2 =
      4 * (structureFactor (fun j => (a j : ℂ)) r h *
        conj (structureFactor (fun j => (b j : ℂ)) r h)).im := by
  rw [structureFactor_anomalous, structureFactor_anomalous, structureFactor_neg,
    structureFactor_neg, ← Complex.normSq_eq_norm_sq, ← Complex.normSq_eq_norm_sq]
  simp only [Complex.normSq_apply, Complex.add_re, Complex.add_im, Complex.mul_re,
    Complex.mul_im, Complex.I_re, Complex.I_im, Complex.conj_re, Complex.conj_im]
  ring

/-- `Im(A conj B)` is a sum over pairs of atoms of `a j * b k` times the sine of the phase
angle of their separation. -/
theorem im_eq_pair_sum (a b : ι → ℝ) (r : ι → Fin 3 → ℝ) (h : Fin 3 → ℤ) :
    (structureFactor (fun j => (a j : ℂ)) r h *
        conj (structureFactor (fun j => (b j : ℂ)) r h)).im =
      ∑ j, ∑ k, a j * b k * Real.sin (phaseAngle h (r j - r k)) := by
  have hs : ∀ x y, phaseAngle h (x - y) = phaseAngle h x - phaseAngle h y := by
    intro x y
    simp only [phaseAngle, Pi.sub_apply, mul_sub, Finset.sum_sub_distrib]
  simp only [structureFactor, map_sum, Finset.sum_mul_sum, Complex.im_sum]
  refine Finset.sum_congr rfl fun j _ => Finset.sum_congr rfl fun k _ => ?_
  rw [hs, Real.sin_sub]
  simp only [map_mul, Complex.conj_ofReal, Complex.mul_im, Complex.mul_re, Complex.conj_re,
    Complex.conj_im, Complex.ofReal_re, Complex.ofReal_im, phase_re_im]
  ring

/-- If `b j = c * a j` with one real constant `c` for all atoms, the structure factors at
`h` and `-h` have equal moduli. -/
theorem friedel_of_proportional (a b : ι → ℝ) (c : ℝ) (hb : ∀ j, b j = c * a j)
    (r : ι → Fin 3 → ℝ) (h : Fin 3 → ℤ) :
    ‖structureFactor (anomalous a b) r h‖ = ‖structureFactor (anomalous a b) r (-h)‖ := by
  have hB : structureFactor (fun j => (b j : ℂ)) r h =
      (c : ℂ) * structureFactor (fun j => (a j : ℂ)) r h := by
    simp only [structureFactor, hb, Complex.ofReal_mul, Finset.mul_sum, mul_assoc]
  have d := bijvoet_difference a b r h
  have z : (structureFactor (fun j => (a j : ℂ)) r h *
      conj ((c : ℂ) * structureFactor (fun j => (a j : ℂ)) r h)).im = 0 := by
    simp only [map_mul, Complex.conj_ofReal, Complex.mul_im, Complex.mul_re,
      Complex.conj_re, Complex.conj_im, Complex.ofReal_re, Complex.ofReal_im]
    ring
  rw [hB, z] at d
  exact (sq_eq_sq₀ (norm_nonneg _) (norm_nonneg _)).mp (by linarith)

/-- For a nonzero reflection, every phase angle is attained at some position. -/
theorem exists_phaseAngle {h : Fin 3 → ℤ} (hh : h ≠ 0) (θ : ℝ) :
    ∃ x, phaseAngle h x = θ := by
  obtain ⟨i, hi⟩ := Function.ne_iff.mp hh
  have hi' : (h i : ℝ) ≠ 0 := Int.cast_ne_zero.mpr hi
  have hpi := Real.pi_ne_zero
  have key : ∀ t : ℝ, ∑ k, (h k : ℝ) * (Pi.single i t : Fin 3 → ℝ) k = h i * t := by
    intro t
    simp [Pi.single_apply]
  refine ⟨Pi.single i (θ / (2 * Real.pi * h i)), ?_⟩
  rw [phaseAngle, key]
  field_simp

/-- For real scattering factors, the structure factor when atom `j` has phase factor `i`, atom `k`
has a real phase factor `w`, and all other atoms have phase factor `1`. -/
theorem structureFactor_probe {j k : ι} (hjk : j ≠ k) {r : ι → Fin 3 → ℝ}
    {h : Fin 3 → ℤ} {w : ℝ} (hj : phase h (r j) = Complex.I) (hk : phase h (r k) = (w : ℂ))
    (ho : ∀ l, l ≠ j → l ≠ k → phase h (r l) = 1) (c : ι → ℝ) :
    structureFactor (fun l => (c l : ℂ)) r h =
      ((∑ l, c l : ℝ) : ℂ) + c j * (Complex.I - 1) + c k * ((w : ℂ) - 1) := by
  classical
  have term : ∀ l, (c l : ℂ) * phase h (r l) =
      (c l : ℂ) + (if l = j then (c l : ℂ) * (Complex.I - 1) else 0) +
        (if l = k then (c l : ℂ) * ((w : ℂ) - 1) else 0) := by
    intro l
    by_cases hlj : l = j
    · rw [hlj, hj, if_pos rfl, if_neg hjk]
      ring
    · by_cases hlk : l = k
      · rw [hlk, hk, if_neg hjk.symm, if_pos rfl]
        ring
      · rw [ho l hlj hlk, if_neg hlj, if_neg hlk]
        ring
  simp only [structureFactor, term, Finset.sum_add_distrib, Finset.sum_ite_eq',
    Finset.mem_univ, if_true, Complex.ofReal_sum]

/-- For a nonzero reflection, the moduli at `h` and `-h` agree for every arrangement of the
atoms if and only if `a j * b k = a k * b j` for all pairs of atoms. -/
theorem friedel_iff (a b : ι → ℝ) {h : Fin 3 → ℤ} (hh : h ≠ 0) :
    (∀ r : ι → Fin 3 → ℝ, ‖structureFactor (anomalous a b) r h‖ =
        ‖structureFactor (anomalous a b) r (-h)‖) ↔
      ∀ j k, a j * b k = a k * b j := by
  classical
  constructor
  · intro H j k
    by_cases hjk : j = k
    · rw [hjk]
    obtain ⟨x, hx⟩ := exists_phaseAngle hh (Real.pi / 2)
    obtain ⟨y, hy⟩ := exists_phaseAngle hh Real.pi
    have px : phase h x = Complex.I := by
      apply Complex.ext <;> simp [phase_re_im, hx]
    have py : phase h y = ((-1 : ℝ) : ℂ) := by
      apply Complex.ext <;> simp [phase_re_im, hy]
    have p0 : phase h 0 = 1 := by simp [phase, phaseAngle]
    -- the vanishing difference, with atom k at a position of real phase factor w
    have key : ∀ (z : Fin 3 → ℝ) (w : ℝ), phase h z = (w : ℂ) →
        a j * ((∑ l, b l) - b j + b k * (w - 1)) -
          ((∑ l, a l) - a j + a k * (w - 1)) * b j = 0 := by
      intro z w hz
      have e := structureFactor_probe (h := h) (w := w) hjk
        (r := fun l => if l = j then x else if l = k then z else 0)
        (by simp [px]) (by simp [Ne.symm hjk, hz])
        (by intro l h1 h2; simp [h1, h2, p0])
      have v := bijvoet_difference a b
        (fun l => if l = j then x else if l = k then z else 0) h
      rw [H, sub_self, e a, e b] at v
      simp only [map_add, map_mul, map_sub, map_one, Complex.conj_ofReal, Complex.conj_I,
        Complex.mul_im, Complex.mul_re, Complex.add_im, Complex.add_re, Complex.sub_im,
        Complex.sub_re, Complex.neg_re, Complex.neg_im, Complex.I_re, Complex.I_im,
        Complex.one_re, Complex.one_im, Complex.ofReal_re, Complex.ofReal_im] at v
      linear_combination (-1 / 4 : ℝ) * v
    have k1 := key 0 1 (by simp [p0])
    have k2 := key y (-1) py
    linear_combination (1 / 2 : ℝ) * k1 - (1 / 2 : ℝ) * k2
  · intro hab r
    by_cases ha : ∃ j, a j ≠ 0
    · obtain ⟨j, hj⟩ := ha
      refine friedel_of_proportional a b (b j / a j) (fun k => ?_) r h
      rw [div_mul_eq_mul_div, eq_div_iff hj]
      linear_combination hab j k
    · -- all a vanish, so A = 0
      have ha' : ∀ j, a j = 0 := fun j => by_contra fun hj => ha ⟨j, hj⟩
      have hA : structureFactor (fun j => (a j : ℂ)) r h = 0 := by
        simp [structureFactor, ha']
      have d := bijvoet_difference a b r h
      rw [hA, zero_mul, Complex.zero_im, mul_zero] at d
      exact (sq_eq_sq₀ (norm_nonneg _) (norm_nonneg _)).mp (by linarith)

end

end FriedelLaw
```

```lean
#print axioms FriedelLaw.im_eq_pair_sum
-- 'FriedelLaw.im_eq_pair_sum' depends on axioms: [propext, Classical.choice, Quot.sound]
#print axioms FriedelLaw.structureFactor_probe
-- 'FriedelLaw.structureFactor_probe' depends on axioms: [propext, Classical.choice, Quot.sound]
#print axioms FriedelLaw.friedel_iff
-- 'FriedelLaw.friedel_iff' depends on axioms: [propext, Classical.choice, Quot.sound]
```

## Atoms and reflections in the Lean statements

The finite type `ι` labels the atoms. A reflection has type `Fin 3 → ℤ`, and a position has type `Fin 3 → ℝ`. `phaseAngle` and `phase` fix the convention $e^{+2\pi i h\cdot x}$, and `anomalous a b` is the list of factors $a_j+ib_j$.

`bijvoet_difference` states the identity for all real `a` and `b`, all positions and all reflections. `friedel_of_proportional` assumes `b j = c * a j` and concludes that the moduli are equal. In `friedel_iff`, the quantifier over `r` stands inside the left-hand side: the pair condition is equivalent to equality for every arrangement, not for one given crystal. A centrosymmetric crystal, with equal factors on inversion-related atoms, has equal intensities without it.

## How the lemmas follow the algebra

`structureFactor_neg` proves the conjugation rule and `structureFactor_anomalous` the splitting $F=A+iB$. `bijvoet_difference` rewrites with both, expands into real and imaginary parts, and finishes with `ring`. `im_eq_pair_sum` uses the sine subtraction formula term by term.

For the criterion, `exists_phaseAngle` supplies the positions and `structureFactor_probe` evaluates the sum for the special arrangement. Inside `friedel_iff`, `key` is the vanishing difference, divided by 4, when atom $k$ sits at a position whose phase factor is a real number $w$; `k1` and `k2` are its cases $w=1$ and $w=-1$, and the final `linear_combination` takes half their difference.

## Limits of the atomic model

Friedel's law, the equality of the intensities at $h$ and $-h$, is usually stated for a real scattering density; the theorems here concern finite sums over point positions with given scattering factors. Multiple scattering is absent, and no space-group symmetry is imposed, so `ι` must list every atom in the cell.

The factors do not depend on $h$ in the file. For tabulated, angle-dependent factors, the identity is applied one reflection at a time, with the same values at $h$ and $-h$. The arrangements in `friedel_iff` include coincident atoms, and its proof uses them when there are three or more atoms. The theorems concern exact real and complex numbers, not floating-point rounding.
